# The Multipole Difference Operator Has Exactly One Monic Eigenpolynomial of Each Degree

For every real j and every natural number L, exactly one monic polynomial f of degree L satisfies Tf = L(L+1) f, where

(Tf)(m) = 2(j(j+1) − m²) f(m) − (j−m)(j+m+1) f(m+1) − (j+m)(j−m+1) f(m−1).

The physical problem is to couple two spins j to total angular momentum L with M = m₁ + m₂ = 0. In units ħ = 1, the total J² acts on the amplitudes ψ(m,−m) as

(J²ψ)(m,−m) = 2(j(j+1) − m²) ψ(m,−m) + (j+m)(j−m+1) ψ(m−1,−m+1) + (j−m)(j+m+1) ψ(m+1,−m−1).

Put ψ(m,−m) = (−1)^(j−m) f(m). Neighbouring signs are opposite, so the right side becomes (−1)^(j−m) (Tf)(m).

## Leading terms and the recursion in the degree

Write c = j(j+1) − m², so that the two shift coefficients in T are c − m and c + m. Define

Vₙ = m[(m+1)ⁿ + (m−1)ⁿ] − c[(m+1)ⁿ − (m−1)ⁿ].

Expanding gives

T mⁿ⁺¹ = m T mⁿ + Vₙ,
Vₙ₊₁ = m Vₙ + T mⁿ − 2c mⁿ.

Start from T1 = 0 and V₀ = 2m. If T mⁿ = n(n+1)mⁿ + lower powers and Vₙ = (2n+2)mⁿ⁺¹ + lower powers, the next leading coefficients are n(n+1) + 2n + 2 = (n+1)(n+2) and (2n+2) + 2 = 2n+4. Both forms therefore hold for all n.

**Existence.** Set f = m^L + r with r of degree below L. Then r must solve

(T − L(L+1)) r = −(T m^L − L(L+1) m^L),

whose right side has degree below L. The leading term a mⁿ on the right is matched by b mⁿ in r, with

b = a / (n(n+1) − L(L+1)).

The denominator is (n−L)(n+L+1), which is nonzero for n < L. What remains has degree below n, and the process ends at n = 0.

**Uniqueness.** The difference d of two solutions has degree below L. If its leading term were a mⁿ, comparing coefficients in Td = L(L+1)d would give n(n+1)a = L(L+1)a, hence a = 0. So d = 0.

## The operator and its link to two spins

```lean
import Mathlib

open Polynomial

namespace MultipolePolynomials

noncomputable section
```

In `multipoleOp`, the variable `X` is m, `C j` is the constant j, and composition with `X + 1` is the shift m → m+1. This T is a difference operator, not a tensor operator T^L_q.

```lean
/-- The operator `T` on polynomials in the magnetic quantum number `m`:
`(Tf)(m) = 2(j(j+1)-m²) f(m) - (j-m)(j+m+1) f(m+1) - (j+m)(j-m+1) f(m-1)`. -/
def multipoleOp (j : ℝ) : ℝ[X] →ₗ[ℝ] ℝ[X] where
  toFun f := 2 * (C j * (C j + 1) - X ^ 2) * f
    - (C j - X) * (C j + X + 1) * f.comp (X + 1)
    - (C j + X) * (C j - X + 1) * f.comp (X - 1)
  map_add' f g := by simp only [add_comp]; ring
  map_smul' a f := by
    simp only [smul_eq_C_mul, mul_comp, C_comp, RingHom.id_apply]; ring
```

The ladder coefficients are the usual positive square roots, which fix the relative phases of the states |m⟩.

```lean
/-- Coefficient of `J₊|m⟩ = √((j-m)(j+m+1)) |m+1⟩`, for `-j ≤ m ≤ j`. -/
def raiseCoeff (j m : ℝ) : ℝ := √((j - m) * (j + m + 1))

/-- Coefficient of `J₋|m⟩ = √((j+m)(j-m+1)) |m-1⟩`, for `-j ≤ m ≤ j`. -/
def lowerCoeff (j m : ℝ) : ℝ := √((j + m) * (j - m + 1))
```

The formula for J² is entered as a definition, acting on real amplitudes.

```lean
/-- The total `J² = J₁² + J₂² + 2 J₁z J₂z + J₁₊J₂₋ + J₁₋J₂₊` of two spins `j`,
acting on the amplitudes `ψ m₁ m₂` of a product-basis expansion. -/
def pairJsq (j : ℝ) (ψ : ℝ → ℝ → ℝ) (m₁ m₂ : ℝ) : ℝ :=
  2 * (j * (j + 1) + m₁ * m₂) * ψ m₁ m₂
    + raiseCoeff j (m₁ - 1) * lowerCoeff j (m₂ + 1) * ψ (m₁ - 1) (m₂ + 1)
    + lowerCoeff j (m₁ + 1) * raiseCoeff j (m₂ - 1) * ψ (m₁ + 1) (m₂ - 1)
```

Evaluating the polynomial `multipoleOp j f` at m returns the opening formula.

```lean
/-- The value of `Tf` at `m` is the three-term difference expression in `f`. -/
theorem eval_multipoleOp (j m : ℝ) (f : ℝ[X]) :
    (multipoleOp j f).eval m = 2 * (j * (j + 1) - m ^ 2) * f.eval m
      - (j - m) * (j + m + 1) * f.eval (m + 1)
      - (j + m) * (j - m + 1) * f.eval (m - 1) := by
  simp only [multipoleOp, LinearMap.coe_mk, AddHom.coe_mk, eval_sub, eval_mul, eval_add,
    eval_pow, eval_comp, eval_X, eval_C, eval_one, eval_ofNat]
```

The factor cos(π(j−m)) equals (−1)^(j−m) when j−m is an integer. The condition |m| ≤ j makes the radicands nonnegative, so the paired roots multiply to the coefficients in T (`e1`, `e2`); `h1` and `h2` supply the alternating sign.

```lean
/-- If the `M = 0` amplitudes of two spins `j` are `f(m)` times the sign factor `cos(π(j-m))` at
every real `m`, then for `|m| ≤ j` the total `J²` acts on them as `T` acts on `f`. -/
theorem pairJsq_eq_multipoleOp {j m : ℝ} (hm : |m| ≤ j) (f : ℝ[X]) (ψ : ℝ → ℝ → ℝ)
    (hψ : ∀ m, ψ m (-m) = Real.cos (Real.pi * (j - m)) * f.eval m) :
    pairJsq j ψ m (-m) = Real.cos (Real.pi * (j - m)) * (multipoleOp j f).eval m := by
  obtain ⟨hl, hu⟩ := abs_le.1 hm
  -- the two square roots in each ladder term coincide
  have e1 : raiseCoeff j (m - 1) * lowerCoeff j (-m + 1) = (j + m) * (j - m + 1) := by
    unfold raiseCoeff lowerCoeff
    rw [show (j - (m - 1)) * (j + (m - 1) + 1) = (j + m) * (j - m + 1) by ring,
      show (j + (-m + 1)) * (j - (-m + 1) + 1) = (j + m) * (j - m + 1) by ring]
    exact Real.mul_self_sqrt (mul_nonneg (by linarith) (by linarith))
  have e2 : lowerCoeff j (m + 1) * raiseCoeff j (-m - 1) = (j - m) * (j + m + 1) := by
    unfold raiseCoeff lowerCoeff
    rw [show (j + (m + 1)) * (j - (m + 1) + 1) = (j - m) * (j + m + 1) by ring,
      show (j - (-m - 1)) * (j + (-m - 1) + 1) = (j - m) * (j + m + 1) by ring]
    exact Real.mul_self_sqrt (mul_nonneg (by linarith) (by linarith))
  -- the sign factor alternates between neighbouring m
  have h1 := hψ (m - 1)
  rw [show -(m - 1) = -m + 1 by ring,
    show Real.pi * (j - (m - 1)) = Real.pi * (j - m) + Real.pi by ring,
    Real.cos_add_pi] at h1
  have h2 := hψ (m + 1)
  rw [show -(m + 1) = -m - 1 by ring,
    show Real.pi * (j - (m + 1)) = Real.pi * (j - m) - Real.pi by ring,
    Real.cos_sub_pi] at h2
  unfold pairJsq
  rw [e1, e2, h1, h2, hψ m, eval_multipoleOp]
  ring
```

## Triangularity in the degree

Distinct ranks have distinct eigenvalues, by the factorisation used above.

```lean
/-- Different ranks `K ≠ L` have different values `K(K+1) ≠ L(L+1)`. -/
theorem casimir_ne {K L : ℕ} (h : K ≠ L) : (K : ℝ) * (K + 1) - L * (L + 1) ≠ 0 := by
  intro e
  have h0 : ((K : ℝ) - L) * (K + L + 1) = 0 := by linear_combination e
  rcases mul_eq_zero.1 h0 with h1 | h1
  · exact h (by exact_mod_cast sub_eq_zero.1 h1)
  · have : (0 : ℝ) < K + L + 1 := by positivity
    linarith
```

`degreeLT ℝ n` is the space of polynomials of degree below n. The next two lemmas describe it by coefficients and strip off a leading term.

```lean
/-- A polynomial has degree below `n` exactly when its coefficients vanish from `n` on. -/
theorem low_iff {n : ℕ} {f : ℝ[X]} :
    f ∈ degreeLT ℝ n ↔ ∀ k, n ≤ k → f.coeff k = 0 :=
  mem_degreeLT.trans (degree_lt_iff_coeff_zero f n)

/-- Removing the `mⁿ` term from a polynomial of degree at most `n` leaves degree below `n`. -/
theorem sub_top {n : ℕ} {f : ℝ[X]} (hf : f ∈ degreeLT ℝ (n + 1)) :
    f - f.coeff n • (X : ℝ[X]) ^ n ∈ degreeLT ℝ n := by
  refine low_iff.2 fun k hk => ?_
  rw [coeff_sub, coeff_smul, coeff_X_pow, smul_eq_mul]
  by_cases h : k = n
  · rw [if_pos h, h]; ring
  · rw [if_neg h, low_iff.1 hf k (by omega)]; ring
```

The joint induction on T mⁿ and Vₙ follows; `a` and `b` in the successor case are the two recursions with their leading terms subtracted.

```lean
/-- On a power of `m`, `T mⁿ = n(n+1) mⁿ` up to terms of degree below `n`. -/
theorem multipoleOp_X_pow (j : ℝ) (n : ℕ) :
    multipoleOp j (X ^ n) - ((n : ℝ) * (n + 1)) • (X : ℝ[X]) ^ n ∈ degreeLT ℝ n := by
  have hX : ∀ (n : ℕ) (r : ℝ[X]), r ∈ degreeLT ℝ n → X * r ∈ degreeLT ℝ (n + 1) := by
    intro n r hr
    refine low_iff.2 fun k hk => ?_
    obtain ⟨i, rfl⟩ : ∃ i, k = i + 1 := ⟨k - 1, by omega⟩
    rw [coeff_X_mul]
    exact low_iff.1 hr i (by omega)
  -- the companion V closes the recursion in n
  let V : ℕ → ℝ[X] := fun n => X * ((X + 1) ^ n + (X - 1) ^ n)
    - (C j * (C j + 1) - X ^ 2) * ((X + 1) ^ n - (X - 1) ^ n)
  have key : ∀ n : ℕ,
      multipoleOp j (X ^ n) - ((n : ℝ) * (n + 1)) • (X : ℝ[X]) ^ n ∈ degreeLT ℝ n ∧
      V n - (2 * (n : ℝ) + 2) • (X : ℝ[X]) ^ (n + 1) ∈ degreeLT ℝ (n + 1) := by
    intro n
    induction n with
    | zero =>
      have a : multipoleOp j (X ^ 0) - (((0 : ℕ) : ℝ) * ((0 : ℕ) + 1)) • (X : ℝ[X]) ^ 0
          = 0 := by
        simp only [multipoleOp, LinearMap.coe_mk, AddHom.coe_mk, X_pow_comp, smul_eq_C_mul,
          Nat.cast_zero, map_mul, map_add, map_zero, map_one]
        ring
      have b : V 0 - (2 * ((0 : ℕ) : ℝ) + 2) • (X : ℝ[X]) ^ (0 + 1) = 0 := by
        simp only [V, smul_eq_C_mul, Nat.cast_zero, map_mul, map_add, map_zero, map_ofNat]
        ring
      rw [a, b]
      exact ⟨zero_mem _, zero_mem _⟩
    | succ n ih =>
      obtain ⟨hU, hV⟩ := ih
      have a : multipoleOp j (X ^ (n + 1))
          - (((n + 1 : ℕ) : ℝ) * ((n + 1 : ℕ) + 1)) • (X : ℝ[X]) ^ (n + 1)
          = X * (multipoleOp j (X ^ n) - ((n : ℝ) * (n + 1)) • (X : ℝ[X]) ^ n)
            + (V n - (2 * (n : ℝ) + 2) • (X : ℝ[X]) ^ (n + 1)) := by
        simp only [V, multipoleOp, LinearMap.coe_mk, AddHom.coe_mk, X_pow_comp,
          smul_eq_C_mul, Nat.cast_add, Nat.cast_one, map_mul, map_add, map_one,
          map_natCast, map_ofNat]
        ring
      have b : V (n + 1) - (2 * ((n + 1 : ℕ) : ℝ) + 2) • (X : ℝ[X]) ^ (n + 1 + 1)
          = X * (V n - (2 * (n : ℝ) + 2) • (X : ℝ[X]) ^ (n + 1))
            + (multipoleOp j (X ^ n) - ((n : ℝ) * (n + 1)) • (X : ℝ[X]) ^ n)
            + ((n : ℝ) * (n + 1) - 2 * (j * (j + 1))) • (X : ℝ[X]) ^ n := by
        simp only [V, multipoleOp, LinearMap.coe_mk, AddHom.coe_mk, X_pow_comp,
          smul_eq_C_mul, Nat.cast_add, Nat.cast_one, map_mul, map_add, map_sub, map_one,
          map_natCast, map_ofNat]
        ring
      have hp : (X : ℝ[X]) ^ n ∈ degreeLT ℝ (n + 1 + 1) :=
        low_iff.2 fun k hk => by rw [coeff_X_pow, if_neg (by omega)]
      rw [a, b]
      exact ⟨add_mem (hX _ _ hU) hV, add_mem (add_mem (hX _ _ hV)
        (degreeLT_mono (by omega) hU)) (Submodule.smul_mem _ _ hp)⟩
  exact (key n).1
```

Linearity extends the result from powers to all polynomials of degree at most n.

```lean
/-- `T` is triangular in the degree: on polynomials of degree at most `n` it acts as
multiplication by `n(n+1)`, up to terms of degree below `n`. -/
theorem multipoleOp_triangular (j : ℝ) (n : ℕ) {f : ℝ[X]} (hf : f ∈ degreeLT ℝ (n + 1)) :
    multipoleOp j f - ((n : ℝ) * (n + 1)) • f ∈ degreeLT ℝ n := by
  -- T does not raise the degree
  have inv : ∀ n : ℕ, ∀ g ∈ degreeLT ℝ n, multipoleOp j g ∈ degreeLT ℝ n := by
    intro n
    induction n with
    | zero =>
      intro g hg
      have h0 : g = 0 := by
        ext k
        rw [coeff_zero]
        exact low_iff.1 hg k (Nat.zero_le k)
      rw [h0, map_zero]
      exact zero_mem _
    | succ n ih =>
      intro g hg
      have hp : (X : ℝ[X]) ^ n ∈ degreeLT ℝ (n + 1) :=
        low_iff.2 fun k hk => by rw [coeff_X_pow, if_neg (by omega)]
      have e : multipoleOp j g = multipoleOp j (g - g.coeff n • (X : ℝ[X]) ^ n)
          + g.coeff n • (multipoleOp j (X ^ n) - ((n : ℝ) * (n + 1)) • (X : ℝ[X]) ^ n)
          + (g.coeff n * ((n : ℝ) * (n + 1))) • (X : ℝ[X]) ^ n := by
        rw [map_sub, map_smul]; module
      rw [e]
      exact add_mem (degreeLT_mono (Nat.le_succ n) (add_mem (ih _ (sub_top hg))
        (Submodule.smul_mem _ _ (multipoleOp_X_pow j n)))) (Submodule.smul_mem _ _ hp)
  have e : multipoleOp j f - ((n : ℝ) * (n + 1)) • f
      = (multipoleOp j (f - f.coeff n • (X : ℝ[X]) ^ n)
          - ((n : ℝ) * (n + 1)) • (f - f.coeff n • (X : ℝ[X]) ^ n))
        + f.coeff n • (multipoleOp j (X ^ n) - ((n : ℝ) * (n + 1)) • (X : ℝ[X]) ^ n) := by
    rw [map_sub, map_smul]; module
  rw [e]
  exact add_mem (sub_mem (inv n _ (sub_top hf)) (Submodule.smul_mem _ _ (sub_top hf)))
    (Submodule.smul_mem _ _ (multipoleOp_X_pow j n))
```

## Existence and uniqueness

`∃!` states that one and only one polynomial is monic, has degree L and solves the equation. `solve` builds r from the top coefficient down, and `descend` lowers the degree of the difference of two solutions.

Some normalisation is needed for uniqueness: for L = 1, both m and 2m have degree 1 and satisfy Tf = 2f.

```lean
/-- For every real `j` and every rank `L` there is exactly one monic polynomial of
degree `L` in `m` with `Tf = L(L+1) f`. -/
theorem existsUnique_multipole (j : ℝ) (L : ℕ) :
    ∃! f : ℝ[X], f.Monic ∧ f.natDegree = L ∧
      multipoleOp j f = ((L : ℝ) * (L + 1)) • f := by
  apply existsUnique_of_exists_of_unique
  · -- below degree L the operator T - L(L+1) can be inverted, one degree at a time
    have solve : ∀ n : ℕ, n ≤ L → ∀ g ∈ degreeLT ℝ n, ∃ r ∈ degreeLT ℝ n,
        multipoleOp j r - ((L : ℝ) * (L + 1)) • r = g := by
      intro n
      induction n with
      | zero =>
        intro _ g hg
        have h0 : g = 0 := by
          ext k
          rw [coeff_zero]
          exact low_iff.1 hg k (Nat.zero_le k)
        exact ⟨0, zero_mem _, by rw [h0, map_zero, smul_zero, sub_zero]⟩
      | succ n ih =>
        intro hn g hg
        obtain ⟨b, hb⟩ : ∃ b : ℝ, b * ((n : ℝ) * (n + 1) - L * (L + 1)) = g.coeff n :=
          ⟨_, div_mul_cancel₀ _ (casimir_ne (by omega))⟩
        obtain ⟨r, hr, hr'⟩ := ih (by omega) _
          (sub_mem (sub_top hg) (Submodule.smul_mem _ b (multipoleOp_X_pow j n)))
        have hp : (X : ℝ[X]) ^ n ∈ degreeLT ℝ (n + 1) :=
          low_iff.2 fun k hk => by rw [coeff_X_pow, if_neg (by omega)]
        refine ⟨r + b • (X : ℝ[X]) ^ n, add_mem (degreeLT_mono (Nat.le_succ n) hr)
          (Submodule.smul_mem _ _ hp), ?_⟩
        rw [← hb] at hr'
        rw [map_add, map_smul]
        linear_combination (norm := module) hr'
    obtain ⟨r, hr, hr'⟩ := solve L le_rfl _ (neg_mem (multipoleOp_X_pow j L))
    have hlt : r.degree < ((X : ℝ[X]) ^ L).degree := by
      rw [degree_X_pow]
      exact mem_degreeLT.1 hr
    have hdeg : ((X : ℝ[X]) ^ L + r).degree = (L : WithBot ℕ) := by
      rw [degree_add_eq_left_of_degree_lt hlt, degree_X_pow]
    refine ⟨X ^ L + r, monic_X_pow_add (mem_degreeLT.1 hr),
      natDegree_eq_of_degree_eq_some hdeg, ?_⟩
    rw [map_add]
    linear_combination (norm := module) hr'
  · rintro f g ⟨hf, hfL, hfT⟩ ⟨hg, hgL, hgT⟩
    have hd : f - g ∈ degreeLT ℝ L := by
      refine low_iff.2 fun k hk => ?_
      rw [coeff_sub]
      rcases Nat.eq_or_lt_of_le hk with h | h
      · have h1 := hf.coeff_natDegree
        have h2 := hg.coeff_natDegree
        rw [hfL] at h1
        rw [hgL] at h2
        rw [← h, h1, h2, sub_self]
      · rw [coeff_eq_zero_of_natDegree_lt (by omega),
          coeff_eq_zero_of_natDegree_lt (by omega), sub_self]
    -- triangularity lowers the degree of the difference until nothing is left
    have descend : ∀ n : ℕ, n ≤ L → f - g ∈ degreeLT ℝ n → f - g = 0 := by
      intro n
      induction n with
      | zero =>
        intro _ h
        ext k
        rw [coeff_zero]
        exact low_iff.1 h k (Nat.zero_le k)
      | succ n ih =>
        intro hn h
        have h1 := multipoleOp_triangular j n h
        have e : multipoleOp j (f - g) - ((n : ℝ) * (n + 1)) • (f - g)
            = ((L : ℝ) * (L + 1) - n * (n + 1)) • (f - g) := by
          rw [map_sub, hfT, hgT]; module
        rw [e] at h1
        exact ih (by omega) ((Submodule.smul_mem_iff _ (casimir_ne (by omega))).1 h1)
    exact sub_eq_zero.1 (descend L le_rfl hd)
```

## Dipole, quadrupole and orthogonality

The recursion gives Tm = 2m and Tm² = 6m² − 2j(j+1), hence the two explicit cases below. For physical j, the amplitudes normalised over the multiplet are, up to the sign (−1)^(j−m),

m √(3/[j(j+1)(2j+1)]) for j ≥ 1/2,
(3m² − j(j+1)) √(5/[(2j−1)j(j+1)(2j+1)(2j+3)]) for j ≥ 1.

```lean
/-- The dipole `m` and the quadrupole `m² - j(j+1)/3` satisfy `Tf = 2f` and `Tf = 6f`. -/
theorem dipole_quadrupole (j : ℝ) :
    multipoleOp j X = (2 : ℝ) • X ∧
    multipoleOp j (X ^ 2 - C (j * (j + 1) / 3))
      = (6 : ℝ) • (X ^ 2 - C (j * (j + 1) / 3)) := by
  constructor <;> refine Polynomial.funext fun m => ?_ <;> rw [eval_multipoleOp] <;>
    simp only [eval_smul, smul_eq_mul, eval_sub, eval_pow, eval_X, eval_C] <;> ring
```

For j = N/2, let f and g belong to ranks K ≠ L and set

G(m) = (j−m+1)(j+m)[g(m−1)f(m) − f(m−1)g(m)].

Then

G(m+1) − G(m) = f Tg − g Tf = [L(L+1) − K(K+1)] f(m)g(m).

Summing from m = −j to j leaves G(j+1) − G(−j) = 0, and the nonzero bracket can be divided out. In Lean, m is `(k : ℝ) - N / 2` with k = 0, …, N.

```lean
/-- For spin `j = N/2`, solutions of `Tf = K(K+1) f` and `Tg = L(L+1) g` with `K ≠ L` are
orthogonal when summed over `m = -j, …, j`. -/
theorem multipole_orthogonal (N : ℕ) {K L : ℕ} (hKL : K ≠ L) {f g : ℝ[X]}
    (hf : multipoleOp ((N : ℝ) / 2) f = ((K : ℝ) * (K + 1)) • f)
    (hg : multipoleOp ((N : ℝ) / 2) g = ((L : ℝ) * (L + 1)) • g) :
    ∑ k ∈ Finset.range (N + 1),
      f.eval ((k : ℝ) - N / 2) * g.eval ((k : ℝ) - N / 2) = 0 := by
  -- a discrete Wronskian G that vanishes at both ends of the multiplet
  obtain ⟨G, hG, h0, h1⟩ : ∃ G : ℝ → ℝ,
      (∀ m, G (m + 1) - G m
        = ((L : ℝ) * (L + 1) - K * (K + 1)) * (f.eval m * g.eval m)) ∧
      G (-((N : ℝ) / 2)) = 0 ∧ G ((N : ℝ) / 2 + 1) = 0 := by
    refine ⟨fun m => ((N : ℝ) / 2 - m + 1) * ((N : ℝ) / 2 + m)
      * (g.eval (m - 1) * f.eval m - f.eval (m - 1) * g.eval m), fun m => ?_, ?_, ?_⟩
    · have a := congrArg (eval m) hf
      have b := congrArg (eval m) hg
      rw [eval_multipoleOp, eval_smul, smul_eq_mul] at a b
      simp only [add_sub_cancel_right]
      linear_combination f.eval m * b - g.eval m * a
    · ring
    · ring
  have e : ∀ k : ℕ, ((k + 1 : ℕ) : ℝ) - N / 2 = ((k : ℝ) - N / 2) + 1 := by
    intro k; push_cast; ring
  have e0 : ((0 : ℕ) : ℝ) - (N : ℝ) / 2 = -((N : ℝ) / 2) := by push_cast; ring
  have e1 : ((N + 1 : ℕ) : ℝ) - (N : ℝ) / 2 = (N : ℝ) / 2 + 1 := by push_cast; ring
  have hsum : ((L : ℝ) * (L + 1) - K * (K + 1)) * ∑ k ∈ Finset.range (N + 1),
      f.eval ((k : ℝ) - N / 2) * g.eval ((k : ℝ) - N / 2) = 0 := by
    rw [Finset.mul_sum]
    calc _ = ∑ k ∈ Finset.range (N + 1),
          (G (((k + 1 : ℕ) : ℝ) - N / 2) - G ((k : ℝ) - N / 2)) :=
          Finset.sum_congr rfl fun k _ => by rw [e k, hG]
      _ = G (((N + 1 : ℕ) : ℝ) - N / 2) - G (((0 : ℕ) : ℝ) - N / 2) :=
          Finset.sum_range_sub (fun k : ℕ => G ((k : ℝ) - N / 2)) (N + 1)
      _ = 0 := by rw [e1, e0, h1, h0, sub_zero]
  exact (mul_eq_zero.1 hsum).resolve_left (casimir_ne hKL.symm)

end

end MultipolePolynomials
```

```lean
#print axioms MultipolePolynomials.pairJsq_eq_multipoleOp
#print axioms MultipolePolynomials.existsUnique_multipole
#print axioms MultipolePolynomials.dipole_quadrupole
#print axioms MultipolePolynomials.multipole_orthogonal
```

```
'MultipolePolynomials.pairJsq_eq_multipoleOp' depends on axioms: [propext, Classical.choice, Quot.sound]
'MultipolePolynomials.existsUnique_multipole' depends on axioms: [propext, Classical.choice, Quot.sound]
'MultipolePolynomials.dipole_quadrupole' depends on axioms: [propext, Classical.choice, Quot.sound]
'MultipolePolynomials.multipole_orthogonal' depends on axioms: [propext, Classical.choice, Quot.sound]
```

Within a single multiplet of fixed j, these polynomials give the m-dependence of first-order axial multipole shifts, such as 3m² − j(j+1) for a quadrupole. That reading takes one further step, supplied by the Wigner–Eckart theorem and not by the Lean proof: the diagonal elements ⟨jm|T^L_0|jm⟩ of a rank-L tensor operator are proportional to f(m). Physical ranks stop at L = 2j; above that, f vanishes at every allowed m.
